# For trial eigenvalues between −1/2 and 3/2, the LNV grand potential never falls below the exact non-interacting value

Let K be the matrix of a fixed one-electron Hamiltonian in a finite orthonormal basis, measured from the chemical potential, with levels k_i, and let L be a Hermitian trial density matrix whose eigenvalues all lie between −1/2 and 3/2. Then

tr(K(3L² − 2L³)) ≥ Σ_i min(k_i, 0),

and the right-hand side is the minimum over all such L. It is the zero-temperature grand potential of non-interacting electrons, counted for one spin channel.

The problem comes from linear-scaling electronic structure. The functional of Li, Nunes and Vanderbilt (LNV) is minimised over density matrices without diagonalising K and without enforcing idempotency, so trial occupations can stray below 0 or above 1. The inequality gives a range of trial eigenvalues within which, for any fixed K, the energy remains an upper bound to the exact one.

## The functional and the window

```lean
import Mathlib

open Matrix
open scoped ComplexOrder

namespace LNVVariationalWindow

noncomputable section

variable {n : Type*} [Fintype n] [DecidableEq n]
```

The letter `n` is a finite set of labels for orthonormal basis functions, not an occupation number. All matrices are square with rows and columns labelled by `n`. Since the basis is orthonormal, no overlap matrix appears.

```lean
/-- The McWeeny purification polynomial `3L² - 2L³` of a trial density matrix. -/
def purify (L : Matrix n n ℂ) : Matrix n n ℂ := (3 : ℂ) • L ^ 2 - (2 : ℂ) • L ^ 3
```

A `def` introduces a name. Here `purify L` is the McWeeny polynomial 3L² − 2L³, and the sign `•` multiplies a matrix by a number.

```lean
/-- The LNV grand potential `tr(K(3L² - 2L³))` (its real part), where `K` is the Hamiltonian
measured from the chemical potential. -/
def lnv (K L : Matrix n n ℂ) : ℝ := (trace (K * purify L)).re
```

`lnv K L` is the grand potential Re tr(K(3L² − 2L³)). For Hermitian K and L the trace is already real, so taking the real part loses nothing. Some linear-scaling codes write K for the purified density kernel; here K is the Hamiltonian minus the chemical potential.

```lean
/-- The window of trial matrices: `L + 1/2` and `3/2 - L` are positive semidefinite. -/
def InWindow (L : Matrix n n ℂ) : Prop :=
  (L + (1 / 2 : ℂ) • (1 : Matrix n n ℂ)).PosSemidef ∧
    ((3 / 2 : ℂ) • (1 : Matrix n n ℂ) - L).PosSemidef
```

`InWindow L` is the condition on the trial matrix: L + 1/2 and 3/2 − L are both positive semidefinite. In terms of eigenvalues, each lies in [−1/2, 3/2]. L may be complex, and real symmetric matrices are a special case.

```lean
/-- The operator `U diag(k) U†` built from orbitals (the columns of `U`) and real levels `k`. -/
def fromLevels (U : Matrix n n ℂ) (k : n → ℝ) : Matrix n n ℂ :=
  U * diagonal (fun i => (k i : ℂ)) * Uᴴ
```

The symbol `ᴴ` is the adjoint, written † below. `fromLevels U k` is the matrix

K = U diag(k) U†,

where column i of U is the orbital u_i and k_i is its energy, not a wavevector. Every Hermitian K has this form with U unitary. A diagonal K is the case U = 1.

```lean
/-- The occupation of orbital `i` in the matrix `F`: the real part of the diagonal element
of `U† F U`. -/
def occupation (U F : Matrix n n ℂ) (i : n) : ℝ := ((Uᴴ * F * U) i i).re
```

The occupation of orbital i in a matrix F is

f_i = Re (U†FU)_ii = Re (u_i† F u_i).

It is a diagonal element in the orbital basis, and F may have off-diagonal elements there too.

```lean
/-- Zero-temperature filling: one for levels below the chemical potential, zero otherwise. -/
def filling (k : n → ℝ) (i : n) : ℝ := if k i < 0 then 1 else 0
```

`filling k i` is the zero-temperature occupation: 1 if k_i < 0, otherwise 0. A level exactly at the chemical potential is left empty, which does not affect the grand potential.

## Purified occupations lie between 0 and 1

```lean
omit [Fintype n] in
/-- A trial matrix in the window is Hermitian. -/
theorem InWindow.hermitian {L : Matrix n n ℂ} (hL : InWindow L) : Lᴴ = L := by
  have h := hL.1.isHermitian.eq
  have hs : star (1 / 2 : ℂ) = 1 / 2 := by simp
  rw [conjTranspose_add, conjTranspose_smul, conjTranspose_one, hs] at h
  exact add_right_cancel h
```

A `theorem` lists its variables and hypotheses in brackets after its name, and its conclusion after the colon that follows those brackets; the proof follows `:=`. This one says that a matrix in the window is Hermitian. Mathlib's positive semidefiniteness includes Hermiticity, so (L + 1/2)† = L + 1/2, and subtracting 1/2 from both sides gives L† = L.

```lean
/-- For a trial matrix in the window, both the purified matrix and its complement to the
identity are positive semidefinite. -/
theorem purify_bounds {L : Matrix n n ℂ} (hL : InWindow L) :
    (purify L).PosSemidef ∧ (1 - purify L).PosSemidef := by
  have hH := hL.hermitian
  constructor
  · -- 3L² - 2L³ = 2 L (3/2 - L) L
    have h := hL.2.conjTranspose_mul_mul_same L
    rw [hH] at h
    have e : purify L = L * ((3 / 2 : ℂ) • (1 : Matrix n n ℂ) - L) * L
        + L * ((3 / 2 : ℂ) • (1 : Matrix n n ℂ) - L) * L := by
      simp only [purify, pow_two, pow_three, mul_sub, sub_mul, smul_mul_assoc,
        mul_smul_comm, mul_one, mul_assoc]
      module
    rw [e]
    exact h.add h
  · -- 1 - 3L² + 2L³ = 2 (1 - L) (L + 1/2) (1 - L)
    have h := hL.1.conjTranspose_mul_mul_same (1 - L)
    rw [conjTranspose_sub, conjTranspose_one, hH] at h
    have e : 1 - purify L = (1 - L) * (L + (1 / 2 : ℂ) • (1 : Matrix n n ℂ)) * (1 - L)
        + (1 - L) * (L + (1 / 2 : ℂ) • (1 : Matrix n n ℂ)) * (1 - L) := by
      simp only [purify, pow_two, pow_three, mul_sub, sub_mul, mul_add, add_mul,
        smul_mul_assoc, mul_smul_comm, mul_one, one_mul, mul_assoc]
      module
    rw [e]
    exact h.add h
```

Write F = 3L² − 2L³. The claim is that F and 1 − F are both positive semidefinite. By hand, one factorises:

F = 2 L (3/2 − L) L

1 − F = 2 (1 − L)(L + 1/2)(1 − L)

The first is immediate on expanding. For the second, all factors commute, and

(1 − L)²(1 + 2L) = (1 − 2L + L²)(1 + 2L) = 1 − 3L² + 2L³.

Now take any vector v. Because L is Hermitian,

v†Fv = 2 (Lv)†(3/2 − L)(Lv) ≥ 0,

and, with w = (1 − L)v,

v†(1 − F)v = 2 w†(L + 1/2)w ≥ 0.

The Lean proof has the same two halves. `conjTranspose_mul_mul_same` is the fact that B†AB is positive semidefinite when A is. The factor 2 is written as a sum of two equal terms, each identity `e` is checked by expanding the products and calling `module`, and `h.add h` adds the two positive terms.

```lean
/-- For orthonormal orbitals and a trial matrix in the window, every orbital occupation of
the purified matrix lies between zero and one. -/
theorem occupation_bounds {U L : Matrix n n ℂ} (hU : Uᴴ * U = 1) (hL : InWindow L) (i : n) :
    0 ≤ occupation U (purify L) i ∧ occupation U (purify L) i ≤ 1 := by
  obtain ⟨h0, h1⟩ := purify_bounds hL
  have a := (Complex.le_def.1 ((h0.conjTranspose_mul_mul_same U).diag_nonneg (i := i))).1
  have b := (Complex.le_def.1 ((h1.conjTranspose_mul_mul_same U).diag_nonneg (i := i))).1
  rw [mul_sub, sub_mul, mul_one, hU, Matrix.sub_apply, Matrix.one_apply_eq,
    Complex.sub_re, Complex.one_re, Complex.zero_re] at b
  rw [Complex.zero_re] at a
  exact ⟨a, by unfold occupation; linarith⟩
```

The hypothesis `hU` says U†U = 1, so the orbitals are orthonormal. Diagonal elements of a positive semidefinite matrix are non-negative, hence

f_i = (U†FU)_ii ≥ 0

1 − f_i = (U†(1 − F)U)_ii ≥ 0.

The second line uses (U†U)_ii = 1. In the proof, `a` and `b` are the real parts of these two inequalities. L need not commute with K: only the diagonal elements in the eigenorbitals of K matter.

## The energy bound

```lean
/-- The energy of any matrix `F` is the sum of the levels weighted by the occupations. -/
theorem energy_eq_sum (U F : Matrix n n ℂ) (k : n → ℝ) :
    (trace (fromLevels U k * F)).re = ∑ i, k i * occupation U F i := by
  have h : trace (fromLevels U k * F)
      = trace (diagonal (fun i => (k i : ℂ)) * (Uᴴ * F * U)) := by
    have e : fromLevels U k * F = U * (diagonal (fun i => (k i : ℂ)) * (Uᴴ * F)) := by
      simp only [fromLevels, Matrix.mul_assoc]
    rw [e, trace_mul_comm]
    simp only [Matrix.mul_assoc]
  rw [h]
  simp only [Matrix.trace, Matrix.diag_apply, Matrix.diagonal_mul, Complex.re_sum,
    Complex.re_ofReal_mul, occupation]
```

By cyclicity of the trace,

tr(KF) = tr(U diag(k) U†F) = tr(diag(k) U†FU) = Σ_i k_i (U†FU)_ii.

Taking real parts gives Σ_i k_i f_i. The step `trace_mul_comm` moves U from the front to the back. This identity holds for any matrices U and F.

```lean
/-- A level `k` with occupation `f` between zero and one contributes at least `min(k, 0)`. -/
theorem min_le_level {k f : ℝ} (h0 : 0 ≤ f) (h1 : f ≤ 1) : min k 0 ≤ k * f := by
  rcases le_total 0 k with hk | hk
  · exact (min_le_right k 0).trans (mul_nonneg hk h0)
  · exact (min_le_left k 0).trans (by nlinarith)
```

For one level with 0 ≤ f ≤ 1 there are two cases. If k ≥ 0, then kf ≥ 0 ≥ min(k, 0). If k ≤ 0, then

kf − k = −k(1 − f) ≥ 0,

so kf ≥ k ≥ min(k, 0). The command `rcases` splits the proof into these cases.

```lean
/-- For orthonormal orbitals with levels `k`, the LNV grand potential of every trial matrix in
the window is at least the sum of the negative levels. -/
theorem lnv_variational {U L : Matrix n n ℂ} (hU : Uᴴ * U = 1) (k : n → ℝ)
    (hL : InWindow L) : ∑ i, min (k i) 0 ≤ lnv (fromLevels U k) L := by
  rw [lnv, energy_eq_sum]
  exact Finset.sum_le_sum fun i _ =>
    min_le_level (occupation_bounds hU hL i).1 (occupation_bounds hU hL i).2
```

This is the variational bound. The energy is Σ_i k_i f_i, every f_i lies in [0, 1], and each term is at least min(k_i, 0). Summing over i gives

tr(KF) ≥ Σ_i min(k_i, 0).

The Lean proof rewrites the energy as the sum and compares it term by term with `Finset.sum_le_sum`.

The bound applies equally to an L truncated in space, provided that it is still in the window and the products in 3L² − 2L³ are not truncated further. The theorem does not show that a minimisation algorithm keeps its iterates in the window; it takes this as a hypothesis. In a self-consistent calculation K also changes with the density, and the bound then concerns each minimisation at fixed K.

## The minimum is attained

```lean
/-- Every Hermitian idempotent density matrix lies in the window and is unchanged by
purification. -/
theorem projector_inWindow {P : Matrix n n ℂ} (hH : Pᴴ = P) (hP : P * P = P) :
    InWindow P ∧ purify P = P := by
  have half : ((1 / 2 : ℂ) • (1 : Matrix n n ℂ)).PosSemidef := by
    have e : (1 / 2 : ℂ) • (1 : Matrix n n ℂ) = diagonal (fun _ => (1 / 2 : ℂ)) := by
      ext i j
      simp [Matrix.one_apply, Matrix.diagonal_apply]
    rw [e, posSemidef_diagonal_iff]
    intro i
    rw [Complex.le_def]
    norm_num
  have h1 := posSemidef_conjTranspose_mul_self P
  rw [hH, hP] at h1
  have h2 := posSemidef_conjTranspose_mul_self (1 - P)
  have e2 : (1 - P) * (1 - P) = 1 - P := by
    simp only [mul_sub, sub_mul, mul_one, one_mul, hP]
    abel
  rw [conjTranspose_sub, conjTranspose_one, hH, e2] at h2
  refine ⟨⟨h1.add half, ?_⟩, ?_⟩
  · have e3 : (3 / 2 : ℂ) • (1 : Matrix n n ℂ) - P
        = (1 - P) + (1 / 2 : ℂ) • (1 : Matrix n n ℂ) := by module
    rw [e3]
    exact h2.add half
  · simp only [purify, pow_two, pow_three, hP]
    module
```

Let P be a Hermitian idempotent, P† = P and P² = P. Then

P = P†P and 1 − P = (1 − P)†(1 − P)

are positive semidefinite. Adding 1/2 to each gives P + 1/2 and 3/2 − P, so P is in the window. Since P³ = P² = P, purification gives 3P − 2P = P. The proof first shows that the matrix 1/2 is positive semidefinite (`half`), then adds it to the two pieces.

```lean
/-- For orthonormal orbitals, the sum of the negative levels is the minimum of the LNV grand
potential over the window. -/
theorem lnv_isLeast {U : Matrix n n ℂ} (hU : Uᴴ * U = 1) (k : n → ℝ) :
    IsLeast (lnv (fromLevels U k) '' {L | InWindow L}) (∑ i, min (k i) 0) := by
  constructor
  · -- the projector on the negative levels attains the bound
    have hH : (fromLevels U (filling k))ᴴ = fromLevels U (filling k) := by
      have hd : (diagonal (fun i => (filling k i : ℂ)))ᴴ
          = diagonal (fun i => (filling k i : ℂ)) := by
        rw [diagonal_conjTranspose]
        congr 1
        funext i
        exact Complex.conj_ofReal _
      simp only [fromLevels, conjTranspose_mul, conjTranspose_conjTranspose, hd,
        Matrix.mul_assoc]
    have hD : Uᴴ * fromLevels U (filling k) * U = diagonal (fun i => (filling k i : ℂ)) := by
      calc Uᴴ * fromLevels U (filling k) * U
          = (Uᴴ * U) * diagonal (fun i => (filling k i : ℂ)) * (Uᴴ * U) := by
            simp only [fromLevels, Matrix.mul_assoc]
        _ = _ := by rw [hU, one_mul, mul_one]
    have hP : fromLevels U (filling k) * fromLevels U (filling k)
        = fromLevels U (filling k) := by
      calc fromLevels U (filling k) * fromLevels U (filling k)
          = U * (diagonal (fun i => (filling k i : ℂ)) * (Uᴴ * U)
              * diagonal (fun i => (filling k i : ℂ))) * Uᴴ := by
            simp only [fromLevels, Matrix.mul_assoc]
        _ = fromLevels U (filling k) := by
            rw [hU, mul_one, diagonal_mul_diagonal, fromLevels]
            congr 3
            funext i
            by_cases h : k i < 0 <;> simp [filling, h]
    obtain ⟨hw, hp⟩ := projector_inWindow hH hP
    refine ⟨_, hw, ?_⟩
    rw [lnv, hp, energy_eq_sum]
    refine Finset.sum_congr rfl fun i _ => ?_
    rw [occupation, hD, diagonal_apply_eq, Complex.ofReal_re, filling]
    split_ifs with h
    · rw [mul_one, min_eq_left h.le]
    · rw [mul_zero, min_eq_right (not_lt.1 h)]
  · rintro _ ⟨L, hL, rfl⟩
    exact lnv_variational hU k hL
```

`IsLeast S a` means that a belongs to the set S and is no larger than any member of S. Here S is the set of values that the grand potential takes on the window; the notation `''` denotes the image of a set under a function.

One minimising matrix is the projector on the negative levels,

P = U diag(θ) U†,

where θ_i is the filling, 1 or 0. It is Hermitian because θ is real, and idempotent because

P² = U diag(θ) U†U diag(θ) U† = U diag(θ²) U† = P.

These are `hH` and `hP` in the proof. The orbital occupations of P are θ_i, from `hD`, so its energy is

Σ_i k_i θ_i = Σ_i min(k_i, 0).

The second half of the proof, after the last bullet, is the bound already established. P is not the only minimiser: replacing an eigenvalue 1 of P by −1/2, or an eigenvalue 0 by 3/2, leaves the grand potential unchanged, as the edge values in the next section show.

## One level, and the edges of the window

```lean
/-- For a single level with trial occupation `x`, the variational bound holds for every level
energy `k` exactly when `x` lies between `-1/2` and `3/2`. -/
theorem window_sharp (x : ℝ) :
    (∀ k : ℝ, min k 0 ≤ k * (3 * x ^ 2 - 2 * x ^ 3)) ↔ -1 / 2 ≤ x ∧ x ≤ 3 / 2 := by
  constructor
  · intro h
    constructor
    · -- an occupied level detects x < -1/2
      by_contra hx
      have hx' : x < -1 / 2 := not_le.1 hx
      have h1 := h (-1)
      rw [min_eq_left (by norm_num)] at h1
      have h2 : 0 < (1 - x) ^ 2 * (-1 - 2 * x) :=
        mul_pos (pow_pos (by linarith) 2) (by linarith)
      nlinarith
    · -- an empty level detects x > 3/2
      by_contra hx
      have hx' : 3 / 2 < x := not_le.1 hx
      have h1 := h 1
      rw [min_eq_right (by norm_num)] at h1
      have h2 : 0 < x ^ 2 * (2 * x - 3) :=
        mul_pos (pow_pos (by linarith) 2) (by linarith)
      nlinarith
  · rintro ⟨ha, hb⟩ k
    have h0 : 0 ≤ x ^ 2 * (3 - 2 * x) := mul_nonneg (sq_nonneg x) (by linarith)
    have h1 : 0 ≤ (1 - x) ^ 2 * (1 + 2 * x) := mul_nonneg (sq_nonneg _) (by linarith)
    exact min_le_level (by nlinarith) (by nlinarith)

end

end LNVVariationalWindow
```

With a single level, L is a number x and the purified occupation is f(x) = 3x² − 2x³. The theorem says that kf(x) ≥ min(k, 0) holds for every real k exactly when −1/2 ≤ x ≤ 3/2.

To see that x cannot lie outside, two test energies suffice. For k = −1 the bound reads f(x) ≤ 1, but

1 − f(x) = (1 − x)²(1 + 2x)

is negative when x < −1/2. For k = 1 the bound reads f(x) ≥ 0, but

f(x) = x²(3 − 2x)

is negative when x > 3/2. Inside the window both expressions are non-negative, so `min_le_level` applies. In Lean, `by_contra` assumes that x is outside, and `nlinarith` finds the contradiction from the sign of the factorised expression.

Some numbers show the behaviour. An over-occupied x = 1.2 gives f = 0.864, so a level at k = −1 contributes −0.864, safely above −1. At x = 2, outside the window, f = −4, and a level at k = 1, which should be empty, contributes −4, far below the exact value 0. The same x = 2 does not break the bound at k = −1, where the contribution is +4; this is why the theorem asks for the bound at every k.

At the edges, f(−1/2) = 1 and f(3/2) = 0. A level below the chemical potential therefore reaches its exact energy at x = −1/2 as well as at x = 1, so the correct energy alone does not show that the trial matrix is a physical density matrix. The purified one, 3L² − 2L³, has the correct occupation in both cases.

```lean
#print axioms LNVVariationalWindow.lnv_variational
#print axioms LNVVariationalWindow.lnv_isLeast
#print axioms LNVVariationalWindow.window_sharp
```

```
'LNVVariationalWindow.lnv_variational' depends on axioms: [propext, Classical.choice, Quot.sound]
'LNVVariationalWindow.lnv_isLeast' depends on axioms: [propext, Classical.choice, Quot.sound]
'LNVVariationalWindow.window_sharp' depends on axioms: [propext, Classical.choice, Quot.sound]
```
